# The six {110}⟨1-10⟩ slip systems of rocksalt give only two independent strains

In the small-strain approximation, slip on a crystal plane produces a strain equal to the amount of shear times the symmetrized Schmid tensor, a 3×3 matrix built here from the unit plane normal and the unit slip direction. `finrank_span_schmid` states that the six such tensors of the rocksalt systems {110}⟨1-10⟩ span a real vector space of dimension two, where combinations may have any real coefficients. The proof shows that `schmid 0` and `schmid 2` are linearly independent and that they span the same space as all six. For independence it sets a combination with coefficients `s` and `t` equal to zero and reads off the first and third diagonal entries, as `h0` and `h2`.

The failing Lean file:

```lean
import Mathlib

open Matrix

namespace RocksaltSlip

noncomputable section

/-- Miller indices of the slip planes of the six rocksalt systems {110}<1-10>. -/
def millerPlane : Fin 6 → Fin 3 → ℝ :=
  ![![1, 1, 0], ![1, -1, 0], ![0, 1, 1], ![0, 1, -1], ![1, 0, 1], ![-1, 0, 1]]

/-- Miller indices of the slip directions of the six systems, in the same order. -/
def millerDir : Fin 6 → Fin 3 → ℝ :=
  ![![1, -1, 0], ![1, 1, 0], ![0, 1, -1], ![0, 1, 1], ![-1, 0, 1], ![1, 0, 1]]

/-- Unit normal of the slip plane of system `k`. -/
def slipNormal (k : Fin 6) : Fin 3 → ℝ := (√2)⁻¹ • millerPlane k

/-- Unit vector along the slip direction of system `k`. -/
def slipDir (k : Fin 6) : Fin 3 → ℝ := (√2)⁻¹ • millerDir k

/-- Symmetrized Schmid tensor of system `k`: the strain produced by unit shear on it. -/
def schmid (k : Fin 6) : Matrix (Fin 3) (Fin 3) ℝ :=
  (1 / 2 : ℝ) • (vecMulVec (slipNormal k) (slipDir k) + vecMulVec (slipDir k) (slipNormal k))

/-- Every symmetrized Schmid tensor is diagonal in the cubic axes, with entries half the
products of the Miller indices of plane and direction. -/
theorem schmid_eq_diagonal (k : Fin 6) :
    schmid k = Matrix.diagonal (fun i => millerPlane k i * millerDir k i / 2) := by
  have h : (√2)⁻¹ * (√2)⁻¹ = (1 / 2 : ℝ) := by
    rw [← mul_inv, Real.mul_self_sqrt (by norm_num)]; norm_num
  ext i j
  -- the two normalizing factors combine to 1/2
  have e : schmid k i j =
      1 / 4 * (millerPlane k i * millerDir k j + millerDir k i * millerPlane k j) := by
    simp only [schmid, slipNormal, slipDir, Matrix.smul_apply, Matrix.add_apply,
      Matrix.vecMulVec_apply, Pi.smul_apply, smul_eq_mul]
    linear_combination
      (1 / 2 * (millerPlane k i * millerDir k j + millerDir k i * millerPlane k j)) * h
  rw [e]
  fin_cases k <;> fin_cases i <;> fin_cases j <;>
    norm_num [millerPlane, millerDir, Matrix.diagonal_apply]

/-- A diagonal traceless strain is produced by slip on just two of the systems, with shears
fixed by its first and third diagonal entries. -/
theorem strain_from_two_systems {ε : Matrix (Fin 3) (Fin 3) ℝ}
    (ho : ∀ i j, i ≠ j → ε i j = 0) (ht : ε.trace = 0) :
    ε = (2 * ε 0 0) • schmid 0 + (-2 * ε 2 2) • schmid 2 := by
  have ht' : ε 0 0 + ε 1 1 + ε 2 2 = 0 := by
    simpa [Matrix.trace, Fin.sum_univ_three] using ht
  have e01 := ho 0 1 (by decide)
  have e02 := ho 0 2 (by decide)
  have e10 := ho 1 0 (by decide)
  have e12 := ho 1 2 (by decide)
  have e20 := ho 2 0 (by decide)
  have e21 := ho 2 1 (by decide)
  ext i j
  simp only [Matrix.add_apply, Matrix.smul_apply, schmid_eq_diagonal, smul_eq_mul]
  fin_cases i <;> fin_cases j <;>
    simp [millerPlane, millerDir, e01, e02, e10, e12, e20, e21] <;>
    linarith

/-- The strains that slip on the six systems can produce are exactly the strains that are
diagonal in the cubic axes and traceless. -/
theorem mem_span_schmid_iff (ε : Matrix (Fin 3) (Fin 3) ℝ) :
    ε ∈ Submodule.span ℝ (Set.range schmid) ↔
      (∀ i j, i ≠ j → ε i j = 0) ∧ ε.trace = 0 := by
  constructor
  · intro h
    obtain ⟨c, rfl⟩ := (Submodule.mem_span_range_iff_exists_fun ℝ).1 h
    constructor
    · intro i j hij
      simp only [Matrix.sum_apply, Matrix.smul_apply, schmid_eq_diagonal,
        Matrix.diagonal_apply_ne _ hij, smul_zero, Finset.sum_const_zero]
    · rw [Matrix.trace_sum]
      refine Finset.sum_eq_zero fun k _ => ?_
      -- slip preserves volume because direction and normal are orthogonal
      have ho : millerPlane k 0 * millerDir k 0 + millerPlane k 1 * millerDir k 1
          + millerPlane k 2 * millerDir k 2 = 0 := by
        fin_cases k <;> simp [millerPlane, millerDir]
      rw [Matrix.trace_smul, schmid_eq_diagonal, Matrix.trace_diagonal,
        Fin.sum_univ_three, smul_eq_mul]
      linear_combination (c k / 2) * ho
  · rintro ⟨ho, ht⟩
    rw [strain_from_two_systems ho ht]
    exact Submodule.add_mem _
      (Submodule.smul_mem _ _ (Submodule.subset_span ⟨0, rfl⟩))
      (Submodule.smul_mem _ _ (Submodule.subset_span ⟨2, rfl⟩))

/-- The six symmetrized Schmid tensors span a space of dimension two. -/
theorem finrank_span_schmid :
    Module.finrank ℝ (Submodule.span ℝ (Set.range schmid)) = 2 := by
  have hli : LinearIndependent ℝ ![schmid 0, schmid 2] := by
    rw [LinearIndependent.pair_iff]
    intro s t h
    have h0 : (s • schmid 0 + t • schmid 2) 0 0 = (0 : Matrix (Fin 3) (Fin 3) ℝ) 0 0 := by
      rw [h]
    have h2 : (s • schmid 0 + t • schmid 2) 2 2 = (0 : Matrix (Fin 3) (Fin 3) ℝ) 2 2 := by
      rw [h]
    simp only [Matrix.add_apply, Matrix.smul_apply, schmid_eq_diagonal,
      Matrix.diagonal_apply_eq, Matrix.zero_apply, smul_eq_mul] at h0 h2
    norm_num [millerPlane, millerDir] at h0 h2
    constructor <;> linarith
  -- two of the systems already generate everything
  have hs : Submodule.span ℝ (Set.range schmid)
      = Submodule.span ℝ (Set.range ![schmid 0, schmid 2]) := by
    apply le_antisymm
    · intro ε hε
      obtain ⟨ho, ht⟩ := (mem_span_schmid_iff ε).1 hε
      rw [strain_from_two_systems ho ht]
      exact Submodule.add_mem _
        (Submodule.smul_mem _ _ (Submodule.subset_span ⟨0, rfl⟩))
        (Submodule.smul_mem _ _ (Submodule.subset_span ⟨1, rfl⟩))
    · refine Submodule.span_le.2 ?_
      rintro _ ⟨i, rfl⟩
      fin_cases i
      · exact Submodule.subset_span ⟨0, rfl⟩
      · exact Submodule.subset_span ⟨2, rfl⟩
  rw [hs, finrank_span_eq_card hli]
  simp

end

end RocksaltSlip
```

Lean reports:

```
Main.lean:104:20: error: linarith failed to find a contradiction
case left.h1
s t : ℝ
h : s • schmid 0 + t • schmid 2 = 0
h0 :
  s * (1 / 2) +
      t *
        (vecCons 1
              (fun i => vecCons 1 (fun i => vecCons 0 (fun i => vecCons 0 (fun i => vecCons 1 (fun i => -1) i) i) i) i)
              2 *
            vecCons 1
              (fun i =>
                vecCons 1 (fun i => vecCons 0 (fun i => vecCons 0 (fun i => vecCons (-1) (fun i => 1) i) i) i) i)
              2 /
          2) =
    0
h2 :
  s * (![1, 1, 0] 2 * ![1, -1, 0] 2 / 2) +
      t *
        (vecCons (![1, 1, 0] 2)
              (fun i =>
                vecCons (![1, -1, 0] 2)
                  (fun i =>
                    vecCons (![0, 1, 1] 2)
                      (fun i => vecCons (![0, 1, -1] 2) (fun i => vecCons (![1, 0, 1] 2) (fun i => ![-1, 0, 1] 2) i) i)
                      i)
                  i)
              2 *
            vecCons (![1, -1, 0] 2)
              (fun i =>
                vecCons (![1, 1, 0] 2)
                  (fun i =>
                    vecCons (![0, 1, -1] 2)
                      (fun i => vecCons (![0, 1, 1] 2) (fun i => vecCons (![-1, 0, 1] 2) (fun i => ![1, 0, 1] 2) i) i)
                      i)
                  i)
              2 /
          2) =
    0
a✝ : s < 0
⊢ False
failed
Main.lean:104:20: error: linarith failed to find a contradiction
case right.h1
s t : ℝ
h : s • schmid 0 + t • schmid 2 = 0
h0 :
  s * (1 / 2) +
      t *
        (vecCons 1
              (fun i => vecCons 1 (fun i => vecCons 0 (fun i => vecCons 0 (fun i => vecCons 1 (fun i => -1) i) i) i) i)
              2 *
            vecCons 1
              (fun i =>
                vecCons 1 (fun i => vecCons 0 (fun i => vecCons 0 (fun i => vecCons (-1) (fun i => 1) i) i) i) i)
              2 /
          2) =
    0
h2 :
  s * (![1, 1, 0] 2 * ![1, -1, 0] 2 / 2) +
      t *
        (vecCons (![1, 1, 0] 2)
              (fun i =>
                vecCons (![1, -1, 0] 2)
                  (fun i =>
                    vecCons (![0, 1, 1] 2)
                      (fun i => vecCons (![0, 1, -1] 2) (fun i => vecCons (![1, 0, 1] 2) (fun i => ![-1, 0, 1] 2) i) i)
                      i)
                  i)
              2 *
            vecCons (![1, -1, 0] 2)
              (fun i =>
                vecCons (![1, 1, 0] 2)
                  (fun i =>
                    vecCons (![0, 1, -1] 2)
                      (fun i => vecCons (![0, 1, 1] 2) (fun i => vecCons (![-1, 0, 1] 2) (fun i => ![1, 0, 1] 2) i) i)
                      i)
                  i)
              2 /
          2) =
    0
a✝ : t < 0
⊢ False
failed
```

Cause. Both messages come from the `linarith` that should prove `s = 0` and then `t = 0`. The hypotheses it was given are true, but `norm_num` had left them half evaluated. They still contain vector literals applied to the index 2, such as `![1, 1, 0] 2`, which is just 0. `linarith` does not look up vector entries, so it could not tell what multiplies `s` and `t`.

The lookup at index 2 is done by a simproc, a small program that `simp` runs alongside its lemmas. `norm_num` uses simp lemmas but does not run simprocs. Its lemmas did cover index 0, which is why the coefficient of `s` in `h0` had become `1 / 2`.

The diff's one change replaces `norm_num` by `simp`, with the same definitions to unfold. Now every entry is evaluated: `t` drops out of `h0` and `s` out of `h2`, so the two hypotheses force `s = 0` and `t = 0`, and `linarith` succeeds.

The repair, with which the file compiles:

```diff
@@ -101,5 +101,5 @@
     simp only [Matrix.add_apply, Matrix.smul_apply, schmid_eq_diagonal,
       Matrix.diagonal_apply_eq, Matrix.zero_apply, smul_eq_mul] at h0 h2
-    norm_num [millerPlane, millerDir] at h0 h2
+    simp [millerPlane, millerDir] at h0 h2
     constructor <;> linarith
   -- two of the systems already generate everything
```
